# Packing fractions of the sc, bcc, fcc and diamond crystals with touching equal spheres

A hard-sphere simulation often starts from a crystal. The input gives a sphere diameter σ and a packing fraction η, the share of the volume that the spheres fill, and the set-up routine converts them into a cubic lattice constant a. With N atoms per cube,

a = σ (Nπ / (6η))^(1/3).

This formula returns a lattice constant for every positive η, including values at which neighbouring spheres overlap. The start is valid only if η does not exceed the value reached when nearest neighbours touch.

## The four limits and their order

Let d be the shortest distance between two atoms of the crystal. Spheres of diameter d around all atoms touch without overlapping, and their packing fraction is

η_max = (Nπ/6) (d/a)³.

For the four cubic structures this gives:

- simple cubic (sc): N = 1, d = a, η_max = π/6 ≈ 0.524
- body-centred cubic (bcc): N = 2, d = √3 a/2, η_max = √3 π/8 ≈ 0.680
- face-centred cubic (fcc): N = 4, d = a/√2, η_max = π/(3√2) ≈ 0.740
- diamond: N = 8, d = √3 a/4, η_max = √3 π/16 ≈ 0.340

The order is therefore diamond < sc < bcc < fcc. N counts atoms in the conventional cube, which for bcc, fcc and diamond is larger than the primitive cell.

## Setting the lattice constant at η = 0.55

Take σ = 1 and η = 0.55. For an sc start the formula gives a ≈ 0.984. The nearest neighbours are a distance a apart, which is less than σ, so every sphere overlaps its neighbours and the hard-sphere energy is infinite. For an fcc start it gives a ≈ 1.562 and a nearest-neighbour distance a/√2 ≈ 1.104, so the configuration is valid. Both outcomes follow from comparing 0.55 with the limits 0.524 and 0.740.

The same numbers appear in electronic-structure codes that put equal, non-overlapping spheres around the atoms of an elemental crystal: η_max bounds the share of the cell inside the spheres. In the diamond structure at least about 66% of the volume is left to the interstitial region.

## From integer differences to packing fractions

All atoms of the four structures lie on a grid of spacing a/4. If two atoms at the points P and Q have integer grid coordinates p and q, their distance is

|P − Q| = (a/4) √s, with s = (p₁ − q₁)² + (p₂ − q₂)² + (p₃ − q₃)².

It remains to find the smallest nonzero s.

- In sc every coordinate difference is a multiple of 4, so s ≥ 16, attained by (4, 0, 0).
- In bcc the differences are either all multiples of 4, giving s ≥ 16, or all equal to 2 modulo 4, giving s ≥ 4 + 4 + 4 = 12. The vector (2, 2, 2) attains 12.
- In fcc either all differences are multiples of 4, or exactly two of them equal 2 modulo 4 and the third is a multiple of 4. Hence s ≥ 8, attained by (0, 2, 2).
- In diamond two atoms of the same fcc sublattice have s ≥ 8. Between the sublattices all three differences are odd, so s ≥ 3, attained by (1, 1, 1).

Inserting s = 16, 12, 8 and 3 gives d = a, √3 a/2, a/√2 and √3 a/4.

A sphere of diameter d has volume (4/3)π(d/2)³ = πd³/6. Multiplying by N and dividing by a³ gives the general formula, and then

sc: 1 · π/6 · 1 = π/6

bcc: 2 · π/6 · 3√3/8 = √3 π/8

fcc: 4 · π/6 · 1/(2√2) = π/(3√2)

diamond: 8 · π/6 · 3√3/64 = √3 π/16.

For the order, divide by π and write 1/(3√2) as √2/6. The three inequalities become √3 < 8/3, √3 > 4/3 and 3√3 < 4√2. The bounds 3/2 < √3 < 7/4 and √2 > 7/5 settle them; in the last case 3√3 < 5.25 < 5.6 < 4√2.

## The crystals and their packing fractions in Lean

```lean
import Mathlib

open Real

namespace CubicPackingFractions

noncomputable section

/-- Positions inside the cubic cell, in quarters of the lattice constant, modulo the cell. -/
abbrev Cell := ZMod 4 × ZMod 4 × ZMod 4

/-- Simple cubic: one atom at the corner of the cube. -/
def sc : Finset Cell := {(0, 0, 0)}

/-- Body-centred cubic: the corner and the centre of the cube. -/
def bcc : Finset Cell := {(0, 0, 0), (2, 2, 2)}

/-- Face-centred cubic: the corner and the three face centres. -/
def fcc : Finset Cell := {(0, 0, 0), (0, 2, 2), (2, 0, 2), (2, 2, 0)}

/-- Diamond: the fcc sites and their copies shifted by a quarter of the body diagonal. -/
def diamond : Finset Cell :=
  {(0, 0, 0), (0, 2, 2), (2, 0, 2), (2, 2, 0), (1, 1, 1), (1, 3, 3), (3, 1, 3), (3, 3, 1)}

/-- The place in the cubic cell of a point with integer coordinates in quarters of the
lattice constant. -/
def residue (n : ℤ × ℤ × ℤ) : Cell := (n.1, n.2.1, n.2.2)

/-- The squared length of an integer vector. -/
def sqLen (n : ℤ × ℤ × ℤ) : ℤ := n.1 ^ 2 + n.2.1 ^ 2 + n.2.2 ^ 2

/-- The point of space with coordinates `n` in units of `a / 4`. -/
def position (a : ℝ) (n : ℤ × ℤ × ℤ) : EuclideanSpace ℝ (Fin 3) :=
  !₂[a / 4 * n.1, a / 4 * n.2.1, a / 4 * n.2.2]

/-- The infinite crystal: all periodic copies of the atoms `B` of one cube of edge `a`. -/
def crystal (a : ℝ) (B : Finset Cell) : Set (EuclideanSpace ℝ (Fin 3)) :=
  {P | ∃ n, residue n ∈ B ∧ P = position a n}

/-- The distances between distinct atoms of the crystal. -/
def separations (a : ℝ) (B : Finset Cell) : Set ℝ :=
  {r | ∃ P ∈ crystal a B, ∃ Q ∈ crystal a B, P ≠ Q ∧ r = dist P Q}

/-- The packing fraction, for `a > 0`: atoms per cube times the volume of a sphere whose
diameter is the infimum of the interatomic distances, divided by the volume of the cube. -/
def packingFraction (a : ℝ) (B : Finset Cell) : ℝ :=
  B.card * (4 / 3 * π * (sInf (separations a B) / 2) ^ 3) / a ^ 3

/-- For `a > 0`, the distance between two points of the quarter grid is `a / 4` times the
length of their integer difference vector. -/
theorem dist_position {a : ℝ} (ha : 0 < a) (p q : ℤ × ℤ × ℤ) :
    dist (position a p) (position a q) = a / 4 * √(sqLen (p - q) : ℝ) := by
  have h : ∑ i, dist ((position a p) i) ((position a q) i) ^ 2
      = (a / 4) ^ 2 * (sqLen (p - q) : ℝ) := by
    simp only [Fin.sum_univ_three, Real.dist_eq, sq_abs]
    simp [position, sqLen]
    ring
  rw [EuclideanSpace.dist_eq, h, Real.sqrt_mul (sq_nonneg _), Real.sqrt_sq (by positivity)]

/-- Let `a > 0`, let atoms sit at the origin and at `n`, with `n` of squared length `m`,
`0 < m ≤ 16`, and let no shorter nonzero grid vector join two atoms. Then the smallest
interatomic distance is `a / 4 * √m`. -/
theorem isLeast_separations {a : ℝ} (ha : 0 < a) (B : Finset Cell) (m : ℤ)
    (n : ℤ × ℤ × ℤ) (h0 : residue 0 ∈ B) (hn : residue n ∈ B) (hnm : sqLen n = m)
    (hm : 0 < m) (hm' : m ≤ 16)
    (hcheck : ∀ x ∈ Finset.Icc (-3 : ℤ) 3, ∀ y ∈ Finset.Icc (-3 : ℤ) 3,
      ∀ z ∈ Finset.Icc (-3 : ℤ) 3, (x, y, z) ≠ (0 : ℤ × ℤ × ℤ) → sqLen (x, y, z) < m →
        ∀ b ∈ B, b + residue (x, y, z) ∉ B) :
    IsLeast (separations a B) (a / 4 * √(m : ℝ)) := by
  constructor
  · -- the pair formed by the origin and `n` attains the distance
    have hd : dist (position a n) (position a 0) = a / 4 * √(m : ℝ) := by
      rw [dist_position ha, sub_zero, hnm]
    have hpos : 0 < dist (position a n) (position a 0) := by
      rw [hd]
      exact mul_pos (by positivity) (Real.sqrt_pos.2 (by exact_mod_cast hm))
    exact ⟨_, ⟨n, hn, rfl⟩, _, ⟨0, h0, rfl⟩, dist_pos.1 hpos, hd.symm⟩
  · rintro r ⟨P, ⟨p, hp, rfl⟩, Q, ⟨q, hq, rfl⟩, hne, rfl⟩
    rw [dist_position ha]
    have key : m ≤ sqLen (p - q) := by
      by_contra hcon
      have hlt : sqLen (p - q) < m := not_le.1 hcon
      have hs : (p - q).1 ^ 2 + (p - q).2.1 ^ 2 + (p - q).2.2 ^ 2 < 16 :=
        lt_of_lt_of_le hlt hm'
      -- a closer pair would differ by at most three quarters along each axis
      have bound : ∀ t : ℤ, t ^ 2 < 16 → t ∈ Finset.Icc (-3 : ℤ) 3 := fun t ht =>
        Finset.mem_Icc.2 ⟨by nlinarith, by nlinarith⟩
      have h1 := sq_nonneg (p - q).1
      have h2 := sq_nonneg (p - q).2.1
      have h3 := sq_nonneg (p - q).2.2
      have hd : p - q ≠ 0 := sub_ne_zero.2 (fun h => hne (by rw [h]))
      have hsum : residue q + residue (p - q) = residue p :=
        Prod.ext (by simp [residue]) (Prod.ext (by simp [residue]) (by simp [residue]))
      have hmem : residue q + residue (p - q) ∈ B := by
        rw [hsum]
        exact hp
      exact hcheck (p - q).1 (bound _ (by linarith)) (p - q).2.1 (bound _ (by linarith))
        (p - q).2.2 (bound _ (by linarith)) hd hlt (residue q) hq hmem
    exact mul_le_mul_of_nonneg_left (Real.sqrt_le_sqrt (by exact_mod_cast key))
      (by positivity)

/-- For `a > 0`, the smallest interatomic distances in sc, bcc, fcc and diamond are
`a`, `√3 a / 2`, `a / √2` and `√3 a / 4`. -/
theorem touching_diameters {a : ℝ} (ha : 0 < a) :
    IsLeast (separations a sc) a ∧ IsLeast (separations a bcc) (√3 * a / 2) ∧
    IsLeast (separations a fcc) (a / √2) ∧ IsLeast (separations a diamond) (√3 * a / 4) := by
  refine ⟨?_, ?_, ?_, ?_⟩
  · have h := isLeast_separations ha sc 16 (4, 0, 0) (by decide +kernel) (by decide +kernel)
      (by decide +kernel) (by norm_num) (by norm_num) (by decide +kernel)
    have e : a = a / 4 * √((16 : ℤ) : ℝ) := by
      rw [show ((16 : ℤ) : ℝ) = 4 ^ 2 by norm_num, Real.sqrt_sq (by norm_num)]
      ring
    rwa [← e] at h
  · have h := isLeast_separations ha bcc 12 (2, 2, 2) (by decide +kernel) (by decide +kernel)
      (by decide +kernel) (by norm_num) (by norm_num) (by decide +kernel)
    have e : √3 * a / 2 = a / 4 * √((12 : ℤ) : ℝ) := by
      rw [show ((12 : ℤ) : ℝ) = 2 ^ 2 * 3 by norm_num, Real.sqrt_mul (by positivity),
        Real.sqrt_sq (by norm_num)]
      ring
    rwa [← e] at h
  · have h := isLeast_separations ha fcc 8 (0, 2, 2) (by decide +kernel) (by decide +kernel)
      (by decide +kernel) (by norm_num) (by norm_num) (by decide +kernel)
    have hs : √2 * √2 = (2 : ℝ) := Real.mul_self_sqrt (by norm_num)
    have e : a / √2 = a / 4 * √((8 : ℤ) : ℝ) := by
      rw [show ((8 : ℤ) : ℝ) = 2 ^ 2 * 2 by norm_num, Real.sqrt_mul (by positivity),
        Real.sqrt_sq (by norm_num), div_eq_iff (by positivity)]
      linear_combination (-(a / 2)) * hs
    rwa [← e] at h
  · have h := isLeast_separations ha diamond 3 (1, 1, 1) (by decide +kernel)
      (by decide +kernel) (by decide +kernel) (by norm_num) (by norm_num) (by decide +kernel)
    have e : √3 * a / 4 = a / 4 * √((3 : ℤ) : ℝ) := by
      rw [show ((3 : ℤ) : ℝ) = 3 by norm_num]
      ring
    rwa [← e] at h

/-- Open balls whose diameter is the smallest interatomic distance, centred on two distinct
atoms, do not overlap. -/
theorem spheres_disjoint {a d : ℝ} {B : Finset Cell} (h : IsLeast (separations a B) d)
    {P Q : EuclideanSpace ℝ (Fin 3)} (hP : P ∈ crystal a B) (hQ : Q ∈ crystal a B)
    (hne : P ≠ Q) : Disjoint (Metric.ball P (d / 2)) (Metric.ball Q (d / 2)) := by
  have hd : d ≤ dist P Q := h.2 ⟨P, hP, Q, hQ, hne, rfl⟩
  exact Metric.ball_disjoint_ball (by linarith)

/-- If `d` is the smallest interatomic distance, the packing fraction is `π / 6` times the
number of atoms per cube times `(d / a) ^ 3`. -/
theorem packingFraction_eq {a d : ℝ} {B : Finset Cell}
    (h : IsLeast (separations a B) d) :
    packingFraction a B = B.card * π / 6 * (d / a) ^ 3 := by
  rw [packingFraction, h.csInf_eq, div_pow d a]
  ring

/-- The cube holds 1, 2, 4 and 8 atoms in sc, bcc, fcc and diamond. -/
theorem atoms_per_cube : sc.card = 1 ∧ bcc.card = 2 ∧ fcc.card = 4 ∧ diamond.card = 8 := by
  decide +kernel

/-- For every lattice constant `a > 0`, the packing fractions of sc, bcc, fcc and diamond are
`π / 6`, `√3 π / 8`, `π / (3 √2)` and `√3 π / 16`. -/
theorem packing_fractions {a : ℝ} (ha : 0 < a) :
    packingFraction a sc = π / 6 ∧ packingFraction a bcc = √3 * π / 8 ∧
    packingFraction a fcc = π / (3 * √2) ∧ packingFraction a diamond = √3 * π / 16 := by
  obtain ⟨h1, h2, h3, h4⟩ := touching_diameters ha
  obtain ⟨c1, c2, c3, c4⟩ := atoms_per_cube
  have hs : √3 * √3 = (3 : ℝ) := Real.mul_self_sqrt (by norm_num)
  have ht : (√2)⁻¹ ^ 2 = (1 / 2 : ℝ) := by
    rw [inv_pow, Real.sq_sqrt (by norm_num)]
    norm_num
  refine ⟨?_, ?_, ?_, ?_⟩
  · rw [packingFraction_eq h1, c1, div_self ha.ne']
    push_cast
    ring
  · rw [packingFraction_eq h2, c2, show √3 * a / 2 / a = √3 / 2 by field_simp]
    push_cast
    linear_combination (π / 24 * √3) * hs
  · rw [packingFraction_eq h3, c3, show a / √2 / a = (√2)⁻¹ by field_simp]
    push_cast
    linear_combination (2 * π / 3 * (√2)⁻¹) * ht
  · rw [packingFraction_eq h4, c4, show √3 * a / 4 / a = √3 / 4 by field_simp]
    push_cast
    linear_combination (π / 48 * √3) * hs

/-- At every lattice constant `a > 0`, diamond is packed less densely than sc, sc less
densely than bcc, and bcc less densely than fcc. -/
theorem packing_order {a : ℝ} (ha : 0 < a) :
    packingFraction a diamond < packingFraction a sc ∧
    packingFraction a sc < packingFraction a bcc ∧
    packingFraction a bcc < packingFraction a fcc := by
  obtain ⟨h1, h2, h3, h4⟩ := packing_fractions ha
  have hs : √2 * √2 = (2 : ℝ) := Real.mul_self_sqrt (by norm_num)
  have e : π / (3 * √2) = π * √2 / 6 := by
    rw [div_eq_iff (by positivity)]
    linear_combination (-(π / 2)) * hs
  -- rational bounds on the two square roots, multiplied by π
  have u3 : √3 < (7 / 4 : ℝ) := (Real.sqrt_lt' (by norm_num)).2 (by norm_num)
  have l3 : (3 / 2 : ℝ) < √3 := (Real.lt_sqrt (by norm_num)).2 (by norm_num)
  have l2 : (7 / 5 : ℝ) < √2 := (Real.lt_sqrt (by norm_num)).2 (by norm_num)
  have hpi := Real.pi_pos
  have b1 := mul_lt_mul_of_pos_left u3 hpi
  have b2 := mul_lt_mul_of_pos_left l3 hpi
  have b3 := mul_lt_mul_of_pos_left l2 hpi
  rw [h1, h2, h3, h4, e]
  refine ⟨?_, ?_, ?_⟩ <;> nlinarith

end

end CubicPackingFractions
```

```lean
#print axioms CubicPackingFractions.spheres_disjoint
#print axioms CubicPackingFractions.packing_fractions
#print axioms CubicPackingFractions.packing_order
```

```
'CubicPackingFractions.spheres_disjoint' depends on axioms: [propext, Classical.choice, Quot.sound]
'CubicPackingFractions.packing_fractions' depends on axioms: [propext, Classical.choice, Quot.sound]
'CubicPackingFractions.packing_order' depends on axioms: [propext, Classical.choice, Quot.sound]
```

## Reading the definitions and theorems

A `Cell` element is a position in the cube, in quarters of a, with coordinates modulo 4. The sets `sc`, `bcc`, `fcc` and `diamond` list the atoms of one cube, so `B.card` is N. The infinite `crystal a B` consists of all grid points whose residue belongs to `B`, placed in Euclidean 3-space by `position`. The letter `n` stands for an integer vector, and `sqLen` is the integer s of the derivation.

The sphere diameter is not an input. `packingFraction` takes it as the infimum of `separations a B`, the set of distances between distinct atoms. `touching_diameters` states with `IsLeast` that each listed value of d is a lower bound on these distances and is attained by a pair of atoms. `packing_fractions` gives the four values and `packing_order` the three strict inequalities. The only hypothesis of these three theorems is `0 < a`: the cube has a positive edge length.

`spheres_disjoint` states that open balls of diameter d around distinct atoms have no common point. Open balls are the right choice for touching spheres, whose surfaces may share a contact point.

## A finite search, then algebra

`dist_position` is the distance formula. `isLeast_separations` reduces the infinite set of pairs to a finite search. It is given a candidate `m` for the smallest s and a vector `n` that attains it from the origin. A closer pair would have s < m ≤ 16, so each coordinate difference would lie between −3 and 3. The hypothesis `hcheck` says that no nonzero vector in this range with s < m leads from one atom to another. The restriction m ≤ 16 excludes no crystal, since every atom has a periodic copy at distance a, shifted by one cube edge, so the smallest s is at most 16.

`touching_diameters` applies this lemma with m = 16, 12, 8 and 3. Here `decide +kernel` carries out the search by evaluation, in place of the modulo-4 argument above, and the remaining lines rewrite (a/4)√m in its familiar form.

`packingFraction_eq` replaces the infimum by d and yields the general formula. `packing_fractions` inserts the distances and the counts from `atoms_per_cube`; its `linear_combination` steps use √3 · √3 = 3 and (1/√2)² = 1/2. `packing_order` multiplies the rational bounds on the roots by π and leaves the final comparisons to `nlinarith`.

## What a code may take from the theorems

For every positive lattice constant, the four diameters, the four fractions and their order are established for the infinite crystals, together with the absence of overlap. The overlap criterion for a chosen σ follows in one line: at fixed a the packing fraction η = Nπσ³/(6a³) increases with σ and equals η_max at σ = d, so η ≤ η_max is equivalent to σ ≤ d.

One step between the model and a real sample is left to the reader. The packing fraction is defined as N sphere volumes divided by a³, and identifying this ratio with the filled share of a large crystal uses periodicity: the parts of spheres that stick out of one cube are replaced by parts entering from its neighbours.

The spheres are equal and rigid, and the lattice is perfect and cubic. Compounds with two sphere sizes, distorted cells and thermal displacements need their own distances. The order ranks these four structures only and says nothing about other arrangements of spheres.
